# The radial part of a multipole potential of order l in a charge-free region 0 < r < R is A r^l + B / r^(l+1)

In electrostatics, the radial part V of a multipole potential of order l obeys (r² V′)′ = l(l+1) V wherever there is no charge. The theorem `general_solution` says that if a real function V satisfies this equation for 0 < r < R, then there are real constants A and B with V(r) = A r^l + B / r^(l+1) throughout that interval. The origin is excluded, so the singular term B / r^(l+1) is allowed. The proof takes two combinations of V and V′ that do not change with the radius, and eliminates V′ between them to find V.

In Lean, a first try:

```lean
import Mathlib

open Set Filter Topology

namespace GeneralSolution

noncomputable section

/-- The radial Poisson equation `(r² V')' = l(l+1) V - 4π r² ρ` for `0 < r < R`, where `dV` is
the radial derivative of the multipole potential `V` and `ρ` is the multipole charge density. -/
def IsRadialPotential (l : ℕ) (R : ℝ) (ρ V dV : ℝ → ℝ) : Prop :=
  ∀ r ∈ Ioo 0 R, HasDerivAt V (dV r) r ∧
    HasDerivAt (fun s => s ^ 2 * dV s)
      (l * (l + 1) * V r - 4 * Real.pi * r ^ 2 * ρ r) r

/-- The radial function `A r^l + B / r^(l+1)`, meant for `r ≠ 0`. -/
def multipole (l : ℕ) (A B r : ℝ) : ℝ := A * r ^ l + B / r ^ (l + 1)

/-- Away from the origin the derivative of `r^n` is `n r^n / r`. -/
theorem hasDerivAt_power (n : ℕ) {r : ℝ} (hr : r ≠ 0) :
    HasDerivAt (fun s : ℝ => s ^ n) (n * r ^ n / r) r := by
  refine (hasDerivAt_pow n r).congr_deriv ?_
  cases n with
  | zero => simp
  | succ k =>
    rw [Nat.add_sub_cancel, pow_succ, ← mul_assoc, mul_div_cancel_right₀ _ hr]

/-- Without charge, `r^l (r² V') - l r^(l+1) V` does not change with the radius. -/
theorem singular_moment_conserved {l : ℕ} {R : ℝ} {V dV : ℝ → ℝ}
    (h : IsRadialPotential l R 0 V dV) {r : ℝ} (hr : r ∈ Ioo 0 R) :
    HasDerivAt (fun s => s ^ l * (s ^ 2 * dV s) - l * (s ^ (l + 1) * V s)) 0 r := by
  have h0 : r ≠ 0 := hr.1.ne'
  obtain ⟨hV, hF⟩ := h r hr
  refine (((hasDerivAt_power l h0).fun_mul hF).fun_sub
    (((hasDerivAt_pow (l + 1) r).fun_mul hV).const_mul (l : ℝ))).congr_deriv ?_
  have e1 : (l : ℝ) * r ^ l / r * (r ^ 2 * dV r) = l * r ^ l * r * dV r := by
    field_simp
  rw [e1, Pi.zero_apply, Nat.add_sub_cancel]
  push_cast
  ring

/-- Without charge, `(r² V' + (l+1) r V) / r^(l+1)` does not change with the radius. -/
theorem regular_moment_conserved {l : ℕ} {R : ℝ} {V dV : ℝ → ℝ}
    (h : IsRadialPotential l R 0 V dV) {r : ℝ} (hr : r ∈ Ioo 0 R) :
    HasDerivAt (fun s => (s ^ 2 * dV s + (l + 1) * (s * V s)) / s ^ (l + 1)) 0 r := by
  have h0 : r ≠ 0 := hr.1.ne'
  obtain ⟨hV, hF⟩ := h r hr
  refine ((hF.fun_add (((hasDerivAt_id' r).fun_mul hV).const_mul ((l : ℝ) + 1))).fun_div
    (hasDerivAt_pow (l + 1) r) (pow_ne_zero _ h0)).congr_deriv ?_
  rw [Pi.zero_apply, div_eq_zero_iff, Nat.add_sub_cancel]
  left
  push_cast
  ring

/-- For `0 < r < R`, every charge-free radial potential has the form `A r^l + B / r^(l+1)`. -/
theorem general_solution {l : ℕ} {R : ℝ} {V dV : ℝ → ℝ}
    (h : IsRadialPotential l R 0 V dV) :
    ∃ A B : ℝ, ∀ r ∈ Ioo 0 R, V r = multipole l A B r := by
  have const : ∀ f : ℝ → ℝ, (∀ r ∈ Ioo 0 R, HasDerivAt f 0 r) →
      ∀ r ∈ Ioo 0 R, f r = f (R / 2) := by
    intro f hf r hr
    have hm : R / 2 ∈ Ioo 0 R := ⟨by linarith [hr.1, hr.2], by linarith [hr.1, hr.2]⟩
    have hb := (convex_Ioo 0 R).norm_image_sub_le_of_norm_hasDerivWithin_le
      (f := f) (f' := fun _ => 0) (C := 0)
      (fun x hx => (hf x hx).hasDerivWithinAt) (fun x _ => by simp) hm hr
    rw [zero_mul] at hb
    exact sub_eq_zero.mp (norm_le_zero_iff.mp hb)
  have hq := const _ (fun r hr => singular_moment_conserved h hr)
  have hp := const _ (fun r hr => regular_moment_conserved h hr)
  -- the two conserved moments determine `V` once `V'` is eliminated
  refine ⟨_ / (2 * l + 1), -_ / (2 * l + 1), fun r hr => ?_⟩
  rotate_left
  rw [← hp r hr, ← hq r hr]
  have h0 : r ≠ 0 := hr.1.ne'
  have hl : (2 * (l : ℝ) + 1) ≠ 0 := by positivity
  unfold multipole
  field_simp
  ring

end

end GeneralSolution
```

Lean reports:

```
Main.lean:71:9: error: don't know how to synthesize implicit argument `p`
  @Exists.intro ℝ (fun B => ∀ r ∈ Ioo 0 R, V r = multipole l (?m.203 / (2 * ↑l + 1)) B r) (-?m.223 / (2 * ↑l + 1))
    fun r hr => ?m.244
context:
l : ℕ
R : ℝ
V dV : ℝ → ℝ
h : IsRadialPotential l R 0 V dV
const : ∀ (f : ℝ → ℝ), (∀ r ∈ Ioo 0 R, HasDerivAt f 0 r) → ∀ r ∈ Ioo 0 R, f r = f (R / 2)
hq :
  ∀ r ∈ Ioo 0 R,
    r ^ l * (r ^ 2 * dV r) - ↑l * (r ^ (l + 1) * V r) =
      (R / 2) ^ l * ((R / 2) ^ 2 * dV (R / 2)) - ↑l * ((R / 2) ^ (l + 1) * V (R / 2))
hp :
  ∀ r ∈ Ioo 0 R,
    (r ^ 2 * dV r + (↑l + 1) * (r * V r)) / r ^ (l + 1) =
      ((R / 2) ^ 2 * dV (R / 2) + (↑l + 1) * (R / 2 * V (R / 2))) / (R / 2) ^ (l + 1)
⊢ ℝ → Prop
Main.lean:71:28: error: don't know how to synthesize placeholder
context:
l : ℕ
R : ℝ
V dV : ℝ → ℝ
h : IsRadialPotential l R 0 V dV
const : ∀ (f : ℝ → ℝ), (∀ r ∈ Ioo 0 R, HasDerivAt f 0 r) → ∀ r ∈ Ioo 0 R, f r = f (R / 2)
hq :
  ∀ r ∈ Ioo 0 R,
    r ^ l * (r ^ 2 * dV r) - ↑l * (r ^ (l + 1) * V r) =
      (R / 2) ^ l * ((R / 2) ^ 2 * dV (R / 2)) - ↑l * ((R / 2) ^ (l + 1) * V (R / 2))
hp :
  ∀ r ∈ Ioo 0 R,
    (r ^ 2 * dV r + (↑l + 1) * (r * V r)) / r ^ (l + 1) =
      ((R / 2) ^ 2 * dV (R / 2) + (↑l + 1) * (R / 2 * V (R / 2))) / (R / 2) ^ (l + 1)
⊢ ℝ
Main.lean:71:10: error: don't know how to synthesize placeholder
context:
l : ℕ
R : ℝ
V dV : ℝ → ℝ
h : IsRadialPotential l R 0 V dV
const : ∀ (f : ℝ → ℝ), (∀ r ∈ Ioo 0 R, HasDerivAt f 0 r) → ∀ r ∈ Ioo 0 R, f r = f (R / 2)
hq :
  ∀ r ∈ Ioo 0 R,
    r ^ l * (r ^ 2 * dV r) - ↑l * (r ^ (l + 1) * V r) =
      (R / 2) ^ l * ((R / 2) ^ 2 * dV (R / 2)) - ↑l * ((R / 2) ^ (l + 1) * V (R / 2))
hp :
  ∀ r ∈ Ioo 0 R,
    (r ^ 2 * dV r + (↑l + 1) * (r * V r)) / r ^ (l + 1) =
      ((R / 2) ^ 2 * dV (R / 2) + (↑l + 1) * (R / 2 * V (R / 2))) / (R / 2) ^ (l + 1)
⊢ ℝ
Main.lean:58:57: error: unsolved goals
l : ℕ
R : ℝ
V dV : ℝ → ℝ
h : IsRadialPotential l R 0 V dV
const : ∀ (f : ℝ → ℝ), (∀ r ∈ Ioo 0 R, HasDerivAt f 0 r) → ∀ r ∈ Ioo 0 R, f r = f (R / 2)
hq :
  ∀ r ∈ Ioo 0 R,
    r ^ l * (r ^ 2 * dV r) - ↑l * (r ^ (l + 1) * V r) =
      (R / 2) ^ l * ((R / 2) ^ 2 * dV (R / 2)) - ↑l * ((R / 2) ^ (l + 1) * V (R / 2))
hp :
  ∀ r ∈ Ioo 0 R,
    (r ^ 2 * dV r + (↑l + 1) * (r * V r)) / r ^ (l + 1) =
      ((R / 2) ^ 2 * dV (R / 2) + (↑l + 1) * (R / 2 * V (R / 2))) / (R / 2) ^ (l + 1)
⊢ ∃ A B, ∀ r ∈ Ioo 0 R, V r = multipole l A B r
```

Diagnosis. The proof has to supply A and B, but the `refine` line writes their numerators with the placeholder `_`. In `refine`, a `_` must be determined by the time the term has been elaborated; only `?_` may be left as a new goal. Nothing in the term fixes these two numbers, and the later `rw` with `hp` and `hq` comes too late to do so. The two "placeholder" errors say this directly. The error about the implicit argument `p` has the same cause, since that argument contains the unknown numerator of A. The last message shows the existence goal still open because `refine` failed.

The repair uses `obtain` to name the two constant values `q` and `p`, and writes A and B with them. The `_` that remains inside each `obtain` is harmless, because there the result of `const` determines it. Removing `rotate_left` is mere tidying: only one goal is left, so there is nothing to reorder.

Fix (accepted with no message):

```diff
@@ -66,9 +66,12 @@
     rw [zero_mul] at hb
     exact sub_eq_zero.mp (norm_le_zero_iff.mp hb)
-  have hq := const _ (fun r hr => singular_moment_conserved h hr)
-  have hp := const _ (fun r hr => regular_moment_conserved h hr)
+  obtain ⟨q, hq⟩ : ∃ q, ∀ r ∈ Ioo 0 R,
+      r ^ l * (r ^ 2 * dV r) - l * (r ^ (l + 1) * V r) = q :=
+    ⟨_, const _ (fun r hr => singular_moment_conserved h hr)⟩
+  obtain ⟨p, hp⟩ : ∃ p, ∀ r ∈ Ioo 0 R,
+      (r ^ 2 * dV r + (l + 1) * (r * V r)) / r ^ (l + 1) = p :=
+    ⟨_, const _ (fun r hr => regular_moment_conserved h hr)⟩
   -- the two conserved moments determine `V` once `V'` is eliminated
-  refine ⟨_ / (2 * l + 1), -_ / (2 * l + 1), fun r hr => ?_⟩
-  rotate_left
+  refine ⟨p / (2 * l + 1), -q / (2 * l + 1), fun r hr => ?_⟩
   rw [← hp r hr, ← hq r hr]
   have h0 : r ≠ 0 := hr.1.ne'
```
